# Deflation without S puts the second level too low when the two lowest bands differ in energy and have a nonzero plain product

Take a problem with two basis functions, H = [[0, 0], [0, 1]] and overlap matrix S = [[1, 1], [1, 2]]. The equation Hψ = eSψ has the levels 0 and 1, with solutions (1, 0) and (−1, 1). Suppose that a solver has found the lower one and looks for the next by minimising the ratio (v·Hv) / (v·Sv), the energy divided by the norm with S, over nonzero vectors v whose ordinary dot product with (1, 0) vanishes. Only multiples of (0, 1) remain, and for them the ratio is 1/2. The solver reports a second level at 1/2, where the problem has none.

Ultrasoft pseudopotentials lead to this kind of equation, because the norm of a pseudo-wavefunction includes augmentation terms, which are collected in S. For a fixed real H and S in a finite basis, the result below shows what a band-by-band eigensolver risks if it leaves S out of the orthogonality constraint.

## The energy lost by mixing in the lower band

Let H be real symmetric and S real symmetric positive definite. Write x·y for the plain product Σᵢ xᵢyᵢ, and define the generalized Rayleigh quotient of a nonzero v by

R(v) = (v·Hv) / (v·Sv).

Let ψ₀ and ψ₁ be nonzero, with Hψ₀ = e₀Sψ₀, Hψ₁ = e₁Sψ₁ and e₀ < e₁. The claim is that if ψ₀·ψ₁ ≠ 0, some nonzero v has ψ₀·v = 0 and R(v) < e₁. When e₀ and e₁ are the two lowest levels, such a v lies below the true second level.

The bands are S-orthogonal. By the symmetry of H and S,

e₁ ψ₀·Sψ₁ = ψ₀·Hψ₁ = ψ₁·Hψ₀ = e₀ ψ₁·Sψ₀ = e₀ ψ₀·Sψ₁,

so (e₁ − e₀) ψ₀·Sψ₁ = 0, and the levels differ.

Now take v = ψ₁ − cψ₀ for any real c, and write N₀ = ψ₀·Sψ₀ and N₁ = ψ₁·Sψ₁, both positive. The cross terms vanish in the norm, and also in the energy, since ψ₁·Hψ₀ = e₀ ψ₁·Sψ₀ = 0 and likewise with the bands exchanged:

v·Sv = N₁ + c²N₀ > 0

v·Hv = e₁N₁ + e₀c²N₀.

In particular v ≠ 0. Writing e₁N₁ = e₁(N₁ + c²N₀) − e₁c²N₀ and dividing gives

R(v) = e₁ − (e₁ − e₀) c²N₀ / (N₁ + c²N₀).

The fraction is the S-weight of ψ₀ in the mixture. Any admixture of the lower band therefore lowers the quotient.

Plain deflation forces such an admixture. Put o = ψ₀·ψ₁ and d = ψ₀·ψ₀ > 0, and choose c = o/d. Then ψ₀·v = o − cd = 0. Since o ≠ 0, c is nonzero as well, and R(v) < e₁ follows.

If the bands are S-normalised, N₀ = N₁ = 1, the weight is c²/(1 + c²) and

R(v) = e₁ − (e₁ − e₀) o² / (d² + o²).

In the opening example d = 1 and o = −1, which gives 1 − 1/2 = 1/2.

## Why the constraint with S is safe

Suppose that bands φᵢ with levels eᵢ form a complete S-orthonormal set. Expand v = Σᵢ aᵢφᵢ with aᵢ = φᵢ·Sv. Then

v·Sv = Σᵢ aᵢ²

v·Hv = Σᵢ eᵢaᵢ².

Let φ_g be the band already found. The constraint φ_g·Sv = 0 says that a_g = 0. If e_k ≤ eᵢ for every i ≠ g, then v·Hv ≥ e_k v·Sv, so R(v) ≥ e_k for every nonzero v that satisfies the constraint.

## Bands, quotients and deflation in Lean

The finite type `n` labels the basis functions. A wavefunction is a real coefficient vector `n → ℝ`, and H and S are real matrices. The symbol `⬝ᵥ` is the plain product and `*ᵥ` applies a matrix to a vector.

```lean
import Mathlib

open Matrix

namespace UltrasoftDeflation

noncomputable section

variable {n : Type*} [Fintype n]
```

A band is a nonzero solution of the generalized eigenvalue equation. No normalisation is built in, and nothing says that the band is the lowest or next to lowest.

```lean
/-- A band of the generalized eigenvalue problem: a nonzero vector `ψ` with `H ψ = e S ψ`. -/
def IsBand (H S : Matrix n n ℝ) (e : ℝ) (ψ : n → ℝ) : Prop :=
  ψ ≠ 0 ∧ H *ᵥ ψ = e • (S *ᵥ ψ)
```

The quotient is a ratio of two quadratic forms.

```lean
/-- The generalized Rayleigh quotient `⟨v, H v⟩ / ⟨v, S v⟩`, for vectors with `⟨v, S v⟩ ≠ 0`. -/
def rayleigh (H S : Matrix n n ℝ) (v : n → ℝ) : ℝ :=
  (v ⬝ᵥ H *ᵥ v) / (v ⬝ᵥ S *ᵥ v)
```

Plain deflation subtracts the Euclidean projection, with c = o/d as above.

```lean
/-- Deflation without `S`: the Euclidean projection on `ψ₀` is removed from `ψ₁`,
for `ψ₀ ≠ 0`. -/
def plainDeflate (ψ₀ ψ₁ : n → ℝ) : n → ℝ :=
  ψ₁ - ((ψ₀ ⬝ᵥ ψ₁) / (ψ₀ ⬝ᵥ ψ₀)) • ψ₀
```

## S-orthogonality from symmetry

The first lemma is x·Ay = y·Ax for symmetric A, used for both H and S.

```lean
/-- A symmetric matrix gives a symmetric bilinear form. -/
theorem form_comm {A : Matrix n n ℝ} (hA : A.IsSymm) (x y : n → ℝ) :
    x ⬝ᵥ A *ᵥ y = y ⬝ᵥ A *ᵥ x := by
  rw [Matrix.dotProduct_mulVec, ← Matrix.mulVec_transpose, hA.eq, dotProduct_comm]
```

The next theorem is the chain of equalities above. The `rw` inserts the two band equations into the symmetry relation for H and pulls out the levels. The last line divides by the nonzero factor e₁ − e₀. S-orthogonality is thus derived from the eigenvalue equations, not assumed.

```lean
/-- For symmetric `H` and `S`, bands at different levels are `S`-orthogonal. -/
theorem bands_S_orthogonal {H S : Matrix n n ℝ} (hH : H.IsSymm) (hS : S.IsSymm)
    {e₀ e₁ : ℝ} {ψ₀ ψ₁ : n → ℝ} (h₀ : IsBand H S e₀ ψ₀) (h₁ : IsBand H S e₁ ψ₁)
    (he : e₀ ≠ e₁) : ψ₀ ⬝ᵥ S *ᵥ ψ₁ = 0 := by
  have h := form_comm hH ψ₀ ψ₁
  rw [h₀.2, h₁.2, dotProduct_smul, dotProduct_smul, form_comm hS ψ₁ ψ₀,
    smul_eq_mul, smul_eq_mul] at h
  have h' : (e₁ - e₀) * (ψ₀ ⬝ᵥ S *ᵥ ψ₁) = 0 := by linear_combination h
  exact (mul_eq_zero.1 h').resolve_left (sub_ne_zero.2 he.symm)
```

## Norm and energy of the mixture

Positive definiteness, `S.PosDef`, stands for the physical requirement that every nonzero pseudo-wavefunction carry a positive augmented norm. It is assumed here, not derived from a particular pseudopotential. In Mathlib it includes the Hermitian property, which for real entries is symmetry; the step `hs` extracts this.

The theorem has two parts: the S-norm of the mixture has no cross term, and it is positive. The `simp only` call expands the product and sets the cross terms to zero through `o` and `o'`, which in this code name the two S-orthogonality statements.

```lean
/-- For symmetric `H`, positive definite `S` and bands at different levels, the `S`-norm of
`ψ₁ - c ψ₀` is that of `ψ₁` plus `c²` times that of `ψ₀`, and this sum is positive. -/
theorem mixed_S_norm {H S : Matrix n n ℝ} (hH : H.IsSymm) (hS : S.PosDef)
    {e₀ e₁ : ℝ} {ψ₀ ψ₁ : n → ℝ} (h₀ : IsBand H S e₀ ψ₀) (h₁ : IsBand H S e₁ ψ₁)
    (he : e₀ ≠ e₁) (c : ℝ) :
    (ψ₁ - c • ψ₀) ⬝ᵥ S *ᵥ (ψ₁ - c • ψ₀) = ψ₁ ⬝ᵥ S *ᵥ ψ₁ + c ^ 2 * (ψ₀ ⬝ᵥ S *ᵥ ψ₀) ∧
      0 < ψ₁ ⬝ᵥ S *ᵥ ψ₁ + c ^ 2 * (ψ₀ ⬝ᵥ S *ᵥ ψ₀) := by
  have hs : S.IsSymm := by
    have h := hS.isHermitian.eq
    rw [Matrix.conjTranspose_eq_transpose_of_trivial] at h
    exact h
  have o := bands_S_orthogonal hH hs h₀ h₁ he
  have o' := bands_S_orthogonal hH hs h₁ h₀ he.symm
  have p₀ := hS.dotProduct_mulVec_pos h₀.1
  have p₁ := hS.dotProduct_mulVec_pos h₁.1
  rw [star_trivial] at p₀ p₁
  constructor
  · simp only [Matrix.mulVec_sub, Matrix.mulVec_smul, sub_dotProduct, dotProduct_sub,
      smul_dotProduct, dotProduct_smul, smul_eq_mul, o, o']
    ring
  · exact add_pos_of_pos_of_nonneg p₁ (mul_nonneg (sq_nonneg c) p₀.le)
```

The quotient formula follows. The step `hnum` is the energy of the mixture, and `div_eq_iff` multiplies through by the positive denominator. The theorem needs only e₀ ≠ e₁; if ψ₀ were the higher band, the same formula would describe an increase.

```lean
/-- For symmetric `H` and positive definite `S`, the Rayleigh quotient of `ψ₁ - c ψ₀`, built
from bands at different levels, is `e₁` minus the level spacing times the `S`-weight of `ψ₀`. -/
theorem rayleigh_mixed {H S : Matrix n n ℝ} (hH : H.IsSymm) (hS : S.PosDef)
    {e₀ e₁ : ℝ} {ψ₀ ψ₁ : n → ℝ} (h₀ : IsBand H S e₀ ψ₀) (h₁ : IsBand H S e₁ ψ₁)
    (he : e₀ ≠ e₁) (c : ℝ) :
    rayleigh H S (ψ₁ - c • ψ₀) = e₁ - (e₁ - e₀) *
      (c ^ 2 * (ψ₀ ⬝ᵥ S *ᵥ ψ₀) / (ψ₁ ⬝ᵥ S *ᵥ ψ₁ + c ^ 2 * (ψ₀ ⬝ᵥ S *ᵥ ψ₀))) := by
  have hs : S.IsSymm := by
    have h := hS.isHermitian.eq
    rw [Matrix.conjTranspose_eq_transpose_of_trivial] at h
    exact h
  have o := bands_S_orthogonal hH hs h₀ h₁ he
  have o' := bands_S_orthogonal hH hs h₁ h₀ he.symm
  obtain ⟨hden, hpos⟩ := mixed_S_norm hH hS h₀ h₁ he c
  -- the energy form has no cross term either
  have hnum : (ψ₁ - c • ψ₀) ⬝ᵥ H *ᵥ (ψ₁ - c • ψ₀) =
      e₁ * (ψ₁ ⬝ᵥ S *ᵥ ψ₁) + c ^ 2 * (e₀ * (ψ₀ ⬝ᵥ S *ᵥ ψ₀)) := by
    simp only [Matrix.mulVec_sub, Matrix.mulVec_smul, h₀.2, h₁.2, sub_dotProduct,
      dotProduct_sub, smul_dotProduct, dotProduct_smul, smul_eq_mul, o, o']
    ring
  rw [rayleigh, hnum, hden, div_eq_iff hpos.ne']
  have hq := div_mul_cancel₀ (c ^ 2 * (ψ₀ ⬝ᵥ S *ᵥ ψ₀)) hpos.ne'
  linear_combination (e₁ - e₀) * hq
```

## A closer look at linear_combination

The algebra in the last line of that proof is done by `linear_combination`. Given a goal L = R and a known equation A = B, the call `linear_combination t * h` asks the `ring` tactic to verify that

L − R − t(A − B) = 0

as an identity of commutative algebra. The user supplies the multiplier t, and the tactic does the expansion.

Here D = N₁ + c²N₀ and q = c²N₀/D. After multiplication by D the goal reads

e₁N₁ + c²e₀N₀ = (e₁ − (e₁ − e₀)q) D.

The difference of its two sides is (e₁ − e₀)(qD − c²N₀). The equation `hq` says that qD = c²N₀, so the right multiplier is e₁ − e₀. This division of labour is needed because `ring` does not know that D is nonzero and cannot cancel it; `hq` brings in that knowledge from `hpos`. The same tactic, with multiplier 1, closes the algebraic step in `bands_S_orthogonal`.

## A vector below the second level

The main theorem takes two bands with e₀ < e₁ and a nonzero plain product. The last condition can hold only if S differs from a multiple of the identity, since otherwise S-orthogonality would make the plain product vanish.

The vector supplied is `plainDeflate ψ₀ ψ₁`, and the three bullets prove the three claims about it. It is nonzero because its S-norm is positive; its plain product with ψ₀ vanishes because o − (o/d)d = 0; and its quotient lies below e₁ because the spacing, c², N₀ and the denominator are all positive. The condition `v ≠ 0` has content, as Lean evaluates 0/0 to 0 and the zero vector would otherwise qualify whenever e₁ > 0.

```lean
/-- Let `H` be symmetric, `S` positive definite, and `ψ₀`, `ψ₁` bands with `e₀ < e₁`. If their plain
product is nonzero, some nonzero vector with zero plain product with `ψ₀` has Rayleigh quotient
strictly below `e₁`. -/
theorem plain_deflation_spurious {H S : Matrix n n ℝ} (hH : H.IsSymm) (hS : S.PosDef)
    {e₀ e₁ : ℝ} {ψ₀ ψ₁ : n → ℝ} (h₀ : IsBand H S e₀ ψ₀) (h₁ : IsBand H S e₁ ψ₁)
    (he : e₀ < e₁) (hov : ψ₀ ⬝ᵥ ψ₁ ≠ 0) :
    ∃ v : n → ℝ, v ≠ 0 ∧ ψ₀ ⬝ᵥ v = 0 ∧ rayleigh H S v < e₁ := by
  have hd : ψ₀ ⬝ᵥ ψ₀ ≠ 0 := fun h => h₀.1 (dotProduct_self_eq_zero.1 h)
  obtain ⟨hden, hpos⟩ := mixed_S_norm hH hS h₀ h₁ he.ne ((ψ₀ ⬝ᵥ ψ₁) / (ψ₀ ⬝ᵥ ψ₀))
  refine ⟨plainDeflate ψ₀ ψ₁, fun hv => ?_, ?_, ?_⟩
  · rw [plainDeflate] at hv
    rw [hv, zero_dotProduct] at hden
    exact hpos.ne hden
  · rw [plainDeflate, dotProduct_sub, dotProduct_smul, smul_eq_mul, div_mul_cancel₀ _ hd,
      sub_self]
  · -- the admixture of the lower band has strictly positive weight
    have p₀ := hS.dotProduct_mulVec_pos h₀.1
    rw [star_trivial] at p₀
    rw [plainDeflate, rayleigh_mixed hH hS h₀ h₁ he.ne]
    have hc := pow_pos (abs_pos.2 (div_ne_zero hov hd)) 2
    rw [sq_abs] at hc
    have := mul_pos (sub_pos.2 he) (div_pos (mul_pos hc p₀) hpos)
    linarith
```

For S-normalised bands the quotient of the deflated vector is explicit. It bounds the constrained minimum from above; with more than two basis functions the minimum can lie lower still. The hypotheses `n₀` and `n₁` are the normalisations. The proof replaces o by cd, after which the two fractions are compared by cross-multiplication.

```lean
/-- For symmetric `H`, positive definite `S` and `S`-normalised bands at different levels, the
Rayleigh quotient of `plainDeflate ψ₀ ψ₁` is `e₁ - (e₁ - e₀) o² / (d² + o²)`, where `o = ⟨ψ₀, ψ₁⟩`
and `d = ⟨ψ₀, ψ₀⟩` are plain products. -/
theorem rayleigh_plainDeflate {H S : Matrix n n ℝ} (hH : H.IsSymm) (hS : S.PosDef)
    {e₀ e₁ : ℝ} {ψ₀ ψ₁ : n → ℝ} (h₀ : IsBand H S e₀ ψ₀) (h₁ : IsBand H S e₁ ψ₁)
    (he : e₀ ≠ e₁) (n₀ : ψ₀ ⬝ᵥ S *ᵥ ψ₀ = 1) (n₁ : ψ₁ ⬝ᵥ S *ᵥ ψ₁ = 1) :
    rayleigh H S (plainDeflate ψ₀ ψ₁) =
      e₁ - (e₁ - e₀) * ((ψ₀ ⬝ᵥ ψ₁) ^ 2 / ((ψ₀ ⬝ᵥ ψ₀) ^ 2 + (ψ₀ ⬝ᵥ ψ₁) ^ 2)) := by
  have hd : ψ₀ ⬝ᵥ ψ₀ ≠ 0 := fun h => h₀.1 (dotProduct_self_eq_zero.1 h)
  rw [plainDeflate, rayleigh_mixed hH hS h₀ h₁ he, n₀, n₁]
  have ho := div_mul_cancel₀ (ψ₀ ⬝ᵥ ψ₁) hd
  generalize (ψ₀ ⬝ᵥ ψ₁) / (ψ₀ ⬝ᵥ ψ₀) = c at ho ⊢
  generalize ψ₀ ⬝ᵥ ψ₀ = d at hd ho ⊢
  rw [← ho]
  have h1 : 1 + c ^ 2 * 1 ≠ 0 := by positivity
  have h2 : d ^ 2 + (c * d) ^ 2 ≠ 0 := by positivity
  congr 2
  rw [div_eq_div_iff h1 h2]
  ring
```

Both theorems take ψ₀ to be an exact band of a fixed, real H. Complex coefficients, a partly converged ψ₀ and the update of H during self-consistency lie beyond this model.

## The bound for S-orthogonal vectors

In the contrasting theorem the columns of the square matrix `C` are the bands, and `Cᵀ g` is column g. The equation `Cᵀ * S * C = 1` expresses S-orthonormality, and `H * C = S * C * diagonal e` collects all the band equations. The existence of this complete set is a hypothesis. To obtain the lowest remaining level as the bound, take k to be the index of that level.

The vector `a` holds the amplitudes aᵢ. Because `C` is square, its left inverse `Cᵀ * S` is also a right inverse, and this gives the expansion `hv`. The proof then compares the two sums term by term: the term i = g vanishes, and every other term uses e_k ≤ eᵢ multiplied by aᵢ² ≥ 0.

```lean
/-- Deflation with `S`: let the columns of `C` be a complete `S`-orthonormal set of bands with
levels `e`, and let `e k` be no higher than any level other than `e g`. Then every nonzero `v`
that is `S`-orthogonal to band `g` has Rayleigh quotient at least `e k`. -/
theorem S_deflation_safe [DecidableEq n] {H S C : Matrix n n ℝ} {e : n → ℝ}
    (hC : Cᵀ * S * C = 1) (hH : H * C = S * C * diagonal e) {g k : n}
    (hk : ∀ i, i ≠ g → e k ≤ e i) {v : n → ℝ} (hv0 : v ≠ 0)
    (hg : Cᵀ g ⬝ᵥ S *ᵥ v = 0) : e k ≤ rayleigh H S v := by
  -- band amplitudes of `v`
  obtain ⟨a, ha⟩ : ∃ a, a = Cᵀ *ᵥ (S *ᵥ v) := ⟨_, rfl⟩
  have hag : a g = 0 := by rw [ha]; exact hg
  have hv : C *ᵥ a = v := by
    rw [ha, Matrix.mulVec_mulVec, Matrix.mulVec_mulVec, Matrix.mul_assoc,
      mul_eq_one_comm.1 hC, Matrix.one_mulVec]
  have move : ∀ w, v ⬝ᵥ w = a ⬝ᵥ Cᵀ *ᵥ w := by
    intro w
    rw [Matrix.dotProduct_mulVec, Matrix.vecMul_transpose, hv]
  have hD : Cᵀ * (H * C) = diagonal e := by
    rw [hH, ← Matrix.mul_assoc, ← Matrix.mul_assoc, hC, Matrix.one_mul]
  have hHa : Cᵀ *ᵥ (H *ᵥ v) = diagonal e *ᵥ a := by
    rw [← hv, Matrix.mulVec_mulVec, Matrix.mulVec_mulVec, Matrix.mul_assoc, hD]
  have ha0 : a ≠ 0 := by
    intro h
    rw [h, Matrix.mulVec_zero] at hv
    exact hv0 hv.symm
  have hpos : 0 < a ⬝ᵥ a :=
    lt_of_le_of_ne (Finset.sum_nonneg fun i _ => mul_self_nonneg (a i))
      (fun h => ha0 (dotProduct_self_eq_zero.1 h.symm))
  rw [rayleigh, move (H *ᵥ v), move (S *ᵥ v), hHa, ← ha, le_div_iff₀ hpos]
  -- compare band by band
  simp only [dotProduct, Matrix.mulVec_diagonal, Finset.mul_sum]
  refine Finset.sum_le_sum fun i _ => ?_
  by_cases hi : i = g
  · rw [hi, hag]; simp
  · nlinarith [mul_le_mul_of_nonneg_right (hk i hi) (mul_self_nonneg (a i))]
```

## The two-level example

The last theorem confirms that the opening example meets every condition on the matrices and bands in `plain_deflation_spurious`; the ordering of the levels is 0 < 1. Positive definiteness comes from completing the square, with components numbered from 0 as in Lean:

x·Sx = (x₀ + x₁)² + x₁².

This is positive unless both components vanish. The remaining conditions are checked entry by entry.

```lean
/-- An explicit two-dimensional problem with levels `0` and `1` has symmetric `H`, positive
definite `S` and bands `(1, 0)`, `(-1, 1)` whose plain product is nonzero. -/
theorem plain_deflation_spurious_witness :
    (!![0, 0; 0, 1] : Matrix (Fin 2) (Fin 2) ℝ).IsSymm ∧
    (!![1, 1; 1, 2] : Matrix (Fin 2) (Fin 2) ℝ).PosDef ∧
    IsBand !![0, 0; 0, 1] !![1, 1; 1, 2] 0 ![1, 0] ∧
    IsBand !![0, 0; 0, 1] !![1, 1; 1, 2] 1 ![-1, 1] ∧
    (![1, 0] : Fin 2 → ℝ) ⬝ᵥ ![-1, 1] ≠ 0 := by
  refine ⟨?_, ?_, ⟨?_, ?_⟩, ⟨?_, ?_⟩, ?_⟩
  · ext i j; fin_cases i <;> fin_cases j <;> simp
  · refine Matrix.posDef_iff_dotProduct_mulVec.2 ⟨?_, fun {x} hx => ?_⟩
    · ext i j; fin_cases i <;> fin_cases j <;> simp
    · -- complete the square
      have h : star x ⬝ᵥ !![1, 1; 1, 2] *ᵥ x = (x 0 + x 1) ^ 2 + x 1 ^ 2 := by
        simp [Matrix.mulVec, dotProduct, Fin.sum_univ_two]
        ring
      rw [h]
      by_cases h1 : x 1 = 0
      · have h0 : x 0 ≠ 0 := fun h0 => hx (by ext i; fin_cases i <;> simp [h0, h1])
        rw [h1, add_zero]
        positivity
      · positivity
  · intro h; simpa using congrFun h 0
  · ext i; fin_cases i <;> simp [Matrix.mulVec, dotProduct, Fin.sum_univ_two]
  · intro h; simpa using congrFun h 1
  · ext i; fin_cases i <;> norm_num [Matrix.mulVec, dotProduct, Fin.sum_univ_two]
  · norm_num [dotProduct, Fin.sum_univ_two]

end

end UltrasoftDeflation
```

```lean
#print axioms UltrasoftDeflation.plain_deflation_spurious
#print axioms UltrasoftDeflation.rayleigh_plainDeflate
#print axioms UltrasoftDeflation.S_deflation_safe
```

```
'UltrasoftDeflation.plain_deflation_spurious' depends on axioms: [propext, Classical.choice, Quot.sound]
'UltrasoftDeflation.rayleigh_plainDeflate' depends on axioms: [propext, Classical.choice, Quot.sound]
'UltrasoftDeflation.S_deflation_safe' depends on axioms: [propext, Classical.choice, Quot.sound]
```
